# With a Gaussian cutoff to the power m, a core polarization potential is bounded near the nucleus when m ≥ 2 and s-wave integrable there when m > 1/2

An electron at distance $r$ from an atomic core produces a field of magnitude $1/r^2$ there, in atomic units. A core of dipole polarizability $\alpha>0$ responds with an induced dipole, and the energy is lowered by $\alpha/(2r^4)$. The expression fails inside the core, so it is multiplied by a cutoff. Take a single factor of $C(r)=1-e^{-gr^2}$ with $g>0$:

$$V(r)=-\frac{\alpha}{2}\,\frac{1-e^{-gr^2}}{r^4}\approx-\frac{\alpha g}{2r^2}\qquad(r\to0).$$

This potential still diverges at the nucleus. Its s-wave radial integrand $r^2V(r)$, however, tends to the constant $-\alpha g/2$ and is therefore integrable there. Boundedness and integrability are therefore different demands on the cutoff. Each factor of $C$ removes two powers of $1/r$, and counting powers settles both.

## Counting powers of r

Let the cutoff exponent be any real $m\ge0$:

$$V(r)=-\frac{\alpha}{2}\,\frac{C(r)^m}{r^4}.$$

For $\alpha,g>0$ the results are these.

- $V$ is bounded on $(0,1]$ if and only if $m\ge2$.
- For an orbital $r^l$ with $l=0,1,2,\dots$, the integrand $r^2(r^l)^2V(r)$ is integrable on $(0,1]$ if and only if $m+l>1/2$. For s waves this reads $m>1/2$.
- For $m=2$, $V(r)\to-\tfrac{\alpha}{2}g^2$ as $r\to0^+$.

**Bounds on the cutoff.** Put $x=gr^2\ge0$. Multiplying $1+x\le e^x$ by $e^{-x}$ gives $e^{-x}(1+x)\le1$, hence $1-e^{-x}\ge x/(1+x)$. The same inequality at $-x$ reads $1-x\le e^{-x}$, hence $1-e^{-x}\le x$. Together,

$$\frac{gr^2}{1+gr^2}\le C(r)\le gr^2.$$

**A power law from both sides.** For $0<r\le1$ we have $1+gr^2\le1+g$, so $\frac{g}{1+g}r^2\le C(r)\le gr^2$. Raising to the power $m\ge0$ preserves the order. Dividing by $r^4$ and multiplying by $\alpha/2$ gives

$$K_-\,r^{2m-4}\le|V(r)|\le K_+\,r^{2m-4},\qquad K_-=\frac{\alpha}{2}\Big(\frac{g}{1+g}\Big)^m,\quad K_+=\frac{\alpha}{2}g^m.$$

**Boundedness.** If $m\ge2$, then $r^{2m-4}\le1$ on $(0,1]$ and $|V|\le K_+$. If $m<2$, let $B$ be any proposed bound. Choose $t=\max\big(1,(B+1)/K_-\big)$ and $r=t^{1/(2m-4)}$. The exponent is negative and $t\ge1$, so $0<r\le1$. Then $r^{2m-4}=t$ and $|V(r)|\ge K_-t\ge B+1>B$.

**Integrability.** Multiplying the power law by $r^{2l+2}$ traps the absolute value of the integrand between $K_-r^p$ and $K_+r^p$, with $p=2(m+l)-2$. For $p\ne-1$,

$$\int_\varepsilon^1r^p\,dr=\frac{1-\varepsilon^{p+1}}{p+1},$$

and for $p=-1$ the integral is $-\ln\varepsilon$. It stays finite as $\varepsilon\to0$ exactly when $p>-1$, that is, when $m+l>1/2$. The upper bound carries integrability from $r^p$ to the integrand, and the lower bound carries it back. Without a cutoff, $m=0$ and the condition is $l>1/2$, which for an integer means $l\ge1$: the bare potential fails for s waves only.

**The value at the nucleus.** Dividing the cutoff bounds by $r^2$ gives $g/(1+gr^2)\le C(r)/r^2\le g$. Both sides tend to $g$, so $C(r)/r^2\to g$. Squaring gives $C(r)^2/r^4\to g^2$.

For one electron and one core, these conditions tell an effective-core-potential calculation which cutoff exponents give finite polarization integrals near the nucleus, and which also keep the potential itself bounded there. Finite integrals alone do not guarantee a stable energy. Shrinking an s orbital to a small size $a$ costs kinetic energy of order $a^{-2}$ and gains polarization energy of order $a^{2m-4}$. For $1/2<m<1$ the gain wins, and the energy has no lower bound unless another term of the Hamiltonian repels the electron strongly enough. For $m=1$ the two scale alike, and the outcome depends on the size of $\alpha g$.

## The potential as a real function

```lean
import Mathlib

open MeasureTheory Set Filter Topology

namespace CorePolarizationCutoff

noncomputable section
```

The cutoff takes the parameter $g$ and the distance $r$ as real numbers. Physically, $1/\sqrt g$ is the length over which the polarization is switched off, a measure of the core's size.

```lean
/-- The Gaussian cutoff function `1 - exp(-g r²)` of a core polarization potential. -/
def cutoff (g r : ℝ) : ℝ := 1 - Real.exp (-(g * r ^ 2))
```

In `cpp α g m r`, the exponent `m` is real, while the 4 in `r ^ 4` is a natural number. The exponent counts factors of the cutoff in the potential, not in the field: a field multiplied once by $C$ gives $m=2$.

```lean
/-- The one-electron core polarization potential `-(α/2) (1 - exp(-g r²))^m / r⁴` for a core of
dipole polarizability `α`, at distance `r > 0` from the nucleus. -/
def cpp (α g m r : ℝ) : ℝ := -(α / 2) * (cutoff g r ^ m / r ^ 4)
```

The polarizability $\alpha$, the parameter $g$ and the form of the cutoff are inputs, not derived from the electronic structure of the core. The definition covers the direct term of one electron with one core. It omits the cross terms that arise when the fields of several electrons and other cores are added before squaring.

## Trapping the cutoff and the potential

The first theorem states the two bounds on $C(r)$ for every real $r$.

```lean
/-- For `g > 0` the cutoff function lies between `g r² / (1 + g r²)` and `g r²`. -/
theorem cutoff_bounds {g : ℝ} (hg : 0 < g) (r : ℝ) :
    g * r ^ 2 / (1 + g * r ^ 2) ≤ cutoff g r ∧ cutoff g r ≤ g * r ^ 2 := by
  have hx : 0 ≤ g * r ^ 2 := by positivity
  unfold cutoff
  generalize g * r ^ 2 = x at hx ⊢
  constructor
  · -- `exp x ≥ 1 + x` bounds `exp (-x)` from above
    have h1 := Real.add_one_le_exp x
    have h2 : Real.exp (-x) * Real.exp x = 1 := by
      rw [← Real.exp_add, neg_add_cancel, Real.exp_zero]
    have h3 := mul_le_mul_of_nonneg_left h1 (Real.exp_pos (-x)).le
    rw [div_le_iff₀ (by linarith)]
    linarith
  · have h1 := Real.add_one_le_exp (-x)
    linarith
```

After `generalize` has replaced $gr^2$ by $x$, the proof is the one above. `Real.add_one_le_exp` supplies $1+x\le e^x$; multiplication by `Real.exp (-x)` gives the lower bound, and the same lemma at $-x$ gives the upper one.

The next theorem is the two-sided power law on $0<r\le1$, with $K_-$ and $K_+$ written out.

```lean
/-- For `α, g > 0` and `m ≥ 0`, the strength of the potential on `0 < r ≤ 1` lies between two
constant multiples of `r^(2m-4)`. -/
theorem cpp_power_law {α g m r : ℝ} (hα : 0 < α) (hg : 0 < g) (hm : 0 ≤ m)
    (hr : 0 < r) (hr1 : r ≤ 1) :
    α / 2 * (g / (1 + g)) ^ m * r ^ (2 * m - 4) ≤ |cpp α g m r| ∧
      |cpp α g m r| ≤ α / 2 * g ^ m * r ^ (2 * m - 4) := by
  obtain ⟨hlow, hup⟩ := cutoff_bounds hg r
  have hsq : r ^ 2 ≤ 1 := pow_le_one₀ hr.le hr1
  have hκ : 0 ≤ g / (1 + g) := by positivity
  have hlow' : g / (1 + g) * r ^ 2 ≤ cutoff g r := by
    refine le_trans ?_ hlow
    rw [div_mul_eq_mul_div]
    exact div_le_div_of_nonneg_left (by positivity) (by positivity) (by nlinarith)
  have hC : 0 ≤ cutoff g r := le_trans (by positivity) hlow'
  have h4 : r ^ (4 : ℝ) = r ^ 4 := by exact_mod_cast Real.rpow_natCast r 4
  have hp : r ^ (2 * m - 4) = (r ^ 2) ^ m / r ^ 4 := by
    rw [Real.rpow_sub hr, Real.rpow_mul hr.le, Real.rpow_two, h4]
  have habs : |cpp α g m r| = α / 2 * (cutoff g r ^ m / r ^ 4) := by
    unfold cpp
    rw [abs_mul, abs_neg, abs_of_pos (half_pos hα),
      abs_of_nonneg (div_nonneg (Real.rpow_nonneg hC m) (by positivity))]
  rw [habs, hp]
  constructor
  · calc α / 2 * (g / (1 + g)) ^ m * ((r ^ 2) ^ m / r ^ 4)
        = α / 2 * ((g / (1 + g) * r ^ 2) ^ m / r ^ 4) := by
          rw [Real.mul_rpow hκ (sq_nonneg r)]; ring
      _ ≤ α / 2 * (cutoff g r ^ m / r ^ 4) := by
          have := Real.rpow_le_rpow (by positivity) hlow' hm
          gcongr
  · calc α / 2 * (cutoff g r ^ m / r ^ 4)
        ≤ α / 2 * ((g * r ^ 2) ^ m / r ^ 4) := by
          have := Real.rpow_le_rpow hC hup hm
          gcongr
      _ = α / 2 * g ^ m * ((r ^ 2) ^ m / r ^ 4) := by
          rw [Real.mul_rpow hg.le (sq_nonneg r)]; ring
```

Here `hlow'` replaces the denominator $1+gr^2$ by the larger $1+g$, which is where `r ≤ 1` enters. The equation `hp` rewrites $r^{2m-4}$ as $(r^2)^m/r^4$, and `habs` removes the minus sign from the potential. In each `calc` block, `Real.rpow_le_rpow` raises an inequality to the power $m$, using $m\ge0$, and `Real.mul_rpow` separates the constant from the power of $r$.

## Bounded exactly from m = 2

Boundedness is stated as the existence of one number `B` with $|V(r)|\le B$ for all $r$ in `Ioc (0 : ℝ) 1`, the interval $(0,1]$.

```lean
/-- For `α, g > 0` and `m ≥ 0`, the core polarization potential is bounded on `0 < r ≤ 1` exactly
when the cutoff exponent satisfies `m ≥ 2`. -/
theorem cpp_bounded_iff {α g m : ℝ} (hα : 0 < α) (hg : 0 < g) (hm : 0 ≤ m) :
    (∃ B, ∀ r ∈ Ioc (0 : ℝ) 1, |cpp α g m r| ≤ B) ↔ 2 ≤ m := by
  constructor
  · rintro ⟨B, hB⟩
    by_contra hlt
    have hs : 2 * m - 4 < 0 := by linarith [not_le.mp hlt]
    have hK : 0 < α / 2 * (g / (1 + g)) ^ m := by positivity
    -- a value `t` of `r^(2m-4)` for which the lower power law exceeds the bound `B`
    obtain ⟨t, ht1, htB⟩ : ∃ t : ℝ, 1 ≤ t ∧ (B + 1) / (α / 2 * (g / (1 + g)) ^ m) ≤ t :=
      ⟨max 1 _, le_max_left _ _, le_max_right _ _⟩
    have ht : 0 < t := by linarith
    have hr : 0 < t ^ (1 / (2 * m - 4)) := Real.rpow_pos_of_pos ht _
    have hr1 : t ^ (1 / (2 * m - 4)) ≤ 1 :=
      Real.rpow_le_one_of_one_le_of_nonpos ht1 (one_div_nonpos.mpr hs.le)
    have hlow := (cpp_power_law hα hg hm hr hr1).1
    rw [← Real.rpow_mul ht.le, one_div_mul_cancel hs.ne, Real.rpow_one] at hlow
    rw [div_le_iff₀ hK] at htB
    linarith [hB _ ⟨hr, hr1⟩]
  · intro h2
    refine ⟨α / 2 * g ^ m, fun r hr => (cpp_power_law hα hg hm hr.1 hr.2).2.trans ?_⟩
    exact mul_le_of_le_one_right (by positivity)
      (Real.rpow_le_one hr.1.le hr.2 (by linarith))
```

The forward direction assumes such a `B` together with $m<2$. It constructs $t$ and the radius $t^{1/(2m-4)}$ as above; the rewriting with `Real.rpow_mul` turns $r^{2m-4}$ back into $t$, and `linarith` finds the contradiction. The reverse direction gives $K_+$ as the bound.

## Integrable exactly when m + l > 1/2

`IntegrableOn` means Lebesgue integrability, so the absolute value must have a finite integral. The orbital is exactly $r^l$, the leading behaviour of a radial function with angular momentum $l$; a full orbital with its remaining factors is not treated. The interval isolates the nuclear end, and the behaviour at large $r$ plays no part.

```lean
/-- For `α, g > 0` and `m ≥ 0`, the radial integrand `r² (r^l)² V(r)` of an orbital `r^l` is
integrable on `0 < r ≤ 1` exactly when `m + l > 1/2`. -/
theorem cpp_integrable_iff {α g m : ℝ} (hα : 0 < α) (hg : 0 < g) (hm : 0 ≤ m) (l : ℕ) :
    IntegrableOn (fun r : ℝ => r ^ 2 * (r ^ l) ^ 2 * cpp α g m r) (Ioc 0 1) ↔
      1 / 2 < m + l := by
  have hK : 0 < α / 2 * (g / (1 + g)) ^ m := by positivity
  -- the integrand follows the power `r^(2(m+l)-2)` from both sides
  have key : ∀ r ∈ Ioc (0 : ℝ) 1,
      α / 2 * (g / (1 + g)) ^ m * r ^ (2 * (m + l) - 2)
        ≤ ‖r ^ 2 * (r ^ l) ^ 2 * cpp α g m r‖ ∧
      ‖r ^ 2 * (r ^ l) ^ 2 * cpp α g m r‖ ≤ α / 2 * g ^ m * r ^ (2 * (m + l) - 2) := by
    intro r hr
    have hw : 0 ≤ r ^ 2 * (r ^ l) ^ 2 := by positivity
    have hpow : r ^ (2 * (m + l) - 2) = r ^ 2 * (r ^ l) ^ 2 * r ^ (2 * m - 4) := by
      have h1 : r ^ 2 * (r ^ l) ^ 2 = r ^ ((2 * l + 2 : ℕ) : ℝ) := by
        rw [Real.rpow_natCast]; ring
      rw [h1, ← Real.rpow_add hr.1]
      congr 1
      push_cast
      ring
    obtain ⟨h1, h2⟩ := cpp_power_law hα hg hm hr.1 hr.2
    rw [Real.norm_eq_abs, abs_mul, abs_of_nonneg hw, hpow]
    have h3 := mul_le_mul_of_nonneg_left h1 hw
    have h4 := mul_le_mul_of_nonneg_left h2 hw
    constructor <;> linarith
  have hiff : IntegrableOn (fun r : ℝ => r ^ (2 * (m + l) - 2)) (Ioc 0 1) ↔
      1 / 2 < m + l := by
    rw [integrableOn_Ioc_iff_integrableOn_Ioo,
      intervalIntegral.integrableOn_Ioo_rpow_iff one_pos]
    constructor <;> intro h <;> linarith
  rw [← hiff]
  constructor
  · intro hF
    refine Integrable.mono' (hF.norm.const_mul (α / 2 * (g / (1 + g)) ^ m)⁻¹)
      (Measurable.aestronglyMeasurable (by fun_prop))
      (ae_restrict_of_forall_mem measurableSet_Ioc fun r hr => ?_)
    rw [Real.norm_of_nonneg (Real.rpow_nonneg hr.1.le _), inv_mul_eq_div, le_div_iff₀ hK]
    linarith [(key r hr).1]
  · intro hP
    refine Integrable.mono' (hP.const_mul (α / 2 * g ^ m))
      (Measurable.aestronglyMeasurable (by unfold cpp cutoff; fun_prop))
      (ae_restrict_of_forall_mem measurableSet_Ioc fun r hr => (key r hr).2)
```

The statement `key` is the power law multiplied by $r^2(r^l)^2$. The equivalence `hiff` takes the criterion $p>-1$ from Mathlib, which states it on the open interval; the endpoint $r=1$ does not affect the integral. `Integrable.mono'` then performs the comparison twice. The first use bounds $r^p$ by $K_-^{-1}$ times the absolute value of the integrand, and the second bounds the integrand by $K_+r^p$.

Setting $l=0$ gives the s-wave condition.

```lean
/-- For `α, g > 0` and `m ≥ 0`, the s-wave integrand `r² V(r)` is integrable on `0 < r ≤ 1`
exactly when `m > 1/2`. -/
theorem cpp_s_wave_integrable_iff {α g m : ℝ} (hα : 0 < α) (hg : 0 < g) (hm : 0 ≤ m) :
    IntegrableOn (fun r : ℝ => r ^ 2 * cpp α g m r) (Ioc 0 1) ↔ 1 / 2 < m := by
  have h := cpp_integrable_iff hα hg hm 0
  simp only [pow_zero, one_pow, mul_one, Nat.cast_zero, add_zero] at h
  exact h
```

The bare potential is the case $m=0$. Since $C^0=1$, the value of $g$ is irrelevant, and the proof uses $g=1$.

```lean
/-- For `α > 0`, the bare polarization potential `-α/(2r⁴)`, without any cutoff, has an integrable
radial integrand on `0 < r ≤ 1` for an orbital `r^l` exactly when `l ≥ 1`. -/
theorem bare_integrable_iff {α : ℝ} (hα : 0 < α) (l : ℕ) :
    IntegrableOn (fun r : ℝ => r ^ 2 * (r ^ l) ^ 2 * (-(α / 2) * (1 / r ^ 4))) (Ioc 0 1) ↔
      1 ≤ l := by
  have h := cpp_integrable_iff hα one_pos le_rfl l
  simp only [cpp, Real.rpow_zero, zero_add] at h
  rw [h]
  constructor
  · intro hl
    by_contra h0
    have hz : l = 0 := by omega
    rw [hz] at hl
    norm_num at hl
  · intro hl
    have : (1 : ℝ) ≤ l := by exact_mod_cast hl
    linarith
```

What remains after the simplification is the equivalence of $l>1/2$ and $l\ge1$ for a natural number $l$.

## The finite value for m = 2

The filter `𝓝[>] 0` expresses $r\to0$ through positive distances. This matters because Lean's division by zero makes `cpp α g 2 0` equal to 0, a value that the limit never consults. The polarizability `α` may be any real number here.

```lean
/-- For `g > 0` and cutoff exponent `m = 2`, the potential tends to `-(α/2) g²` at the nucleus. -/
theorem cpp_two_tendsto_nucleus (α : ℝ) {g : ℝ} (hg : 0 < g) :
    Tendsto (cpp α g 2) (𝓝[>] 0) (𝓝 (-(α / 2) * g ^ 2)) := by
  have hlow : Tendsto (fun r : ℝ => g / (1 + g * r ^ 2)) (𝓝[>] 0) (𝓝 g) := by
    have hc : ContinuousAt (fun r : ℝ => g / (1 + g * r ^ 2)) 0 :=
      ContinuousAt.div (by fun_prop) (by fun_prop) (by norm_num)
    have h := hc.tendsto.mono_left (nhdsWithin_le_nhds (s := Ioi (0 : ℝ)))
    simpa using h
  -- squeeze `cutoff / r²` between `g / (1 + g r²)` and `g`
  have hlim : Tendsto (fun r : ℝ => cutoff g r / r ^ 2) (𝓝[>] 0) (𝓝 g) := by
    refine tendsto_of_tendsto_of_tendsto_of_le_of_le' hlow tendsto_const_nhds ?_ ?_
    · filter_upwards [self_mem_nhdsWithin] with r hr
      have hr0 : 0 < r := hr
      rw [le_div_iff₀ (by positivity), div_mul_eq_mul_div]
      exact (cutoff_bounds hg r).1
    · filter_upwards [self_mem_nhdsWithin] with r hr
      have hr0 : 0 < r := hr
      rw [div_le_iff₀ (by positivity)]
      exact (cutoff_bounds hg r).2
  refine ((hlim.pow 2).const_mul (-(α / 2))).congr fun r => ?_
  unfold cpp
  rw [Real.rpow_two, div_pow, ← pow_mul]

end

end CorePolarizationCutoff
```

The lower function $g/(1+gr^2)$ is continuous at 0 with value $g$, which gives `hlow`. The squeeze in `hlim` then yields $C(r)/r^2\to g$, with both inequalities taken from `cutoff_bounds`. Squaring with `hlim.pow 2` and multiplying by $-\alpha/2$ completes the proof.

```lean
#print axioms CorePolarizationCutoff.cpp_bounded_iff
#print axioms CorePolarizationCutoff.cpp_s_wave_integrable_iff
#print axioms CorePolarizationCutoff.bare_integrable_iff
#print axioms CorePolarizationCutoff.cpp_two_tendsto_nucleus
```

```
'CorePolarizationCutoff.cpp_bounded_iff' depends on axioms: [propext, Classical.choice, Quot.sound]
'CorePolarizationCutoff.cpp_s_wave_integrable_iff' depends on axioms: [propext, Classical.choice, Quot.sound]
'CorePolarizationCutoff.bare_integrable_iff' depends on axioms: [propext, Classical.choice, Quot.sound]
'CorePolarizationCutoff.cpp_two_tendsto_nucleus' depends on axioms: [propext, Classical.choice, Quot.sound]
```

## Evaluating the potential at small r

A program that computes `1 - exp(-g*r*r)` directly loses digits when $gr^2$ is small. Once $gr^2$ is far below machine precision, the difference rounds to zero, and for $m=2$ the code returns 0 where the potential is close to $-\tfrac{\alpha}{2}g^2$. The squeeze suggests the stable form: compute $q=C(r)/r^2$ as `-expm1(-g*r*r)/(r*r)`, set $q=g$ at $r=0$, and return $-\tfrac{\alpha}{2}q^2$.

## The variance of a sampled potential

In a Monte Carlo average, the spread of the sampled values matters as well as their mean. Suppose $r$ is drawn near the nucleus with density proportional to $r^2(r^l)^2$. The second moment of $V$ then involves $r^{2l+2}V^2$, which by the same two-sided bounds behaves as $r^{4m+2l-6}$. By hand, this is integrable exactly when $2m+l>5/2$, or $m>5/4$ for s waves. For s waves, the single cutoff factor of the opening example thus gives $V$ a finite mean but an infinite variance, while $m=2$ keeps both finite. This concerns $V$ alone; in a local energy, the kinetic term may cancel part of a divergence.
